# The Rayleigh quotient of a first-order perturbed state in terms of E2 and E3

Let $H_0$ and $V$ be linear maps on a real inner product space, and let a unit vector $y_0$ and a vector $y_1$ orthogonal to it solve the zeroth- and first-order Rayleigh-Schrödinger equations with energies $E_0$ and $E_1$. Then, for every real $t$, the Rayleigh quotient of $y_0+ty_1$ for $H_0+tV$ is exactly $E_0+tE_1+(t^2E_2+t^3E_3)/(1+t^2\|y_1\|^2)$, where $E_2=\langle y_0,Vy_1\rangle$ and $E_3=\langle y_1,(V-E_1)y_1\rangle$.

In Lean 4 with Mathlib:

```lean
import Mathlib

namespace RayleighSchroedinger

noncomputable section

variable {F : Type*} [NormedAddCommGroup F] [InnerProductSpace ℝ F]

/-- The Rayleigh quotient `⟨x, A x⟩ / ‖x‖²` of an operator `A`, for a nonzero vector `x`. -/
def rayleigh (A : F →ₗ[ℝ] F) (x : F) : ℝ := inner ℝ x (A x) / ‖x‖ ^ 2

/-- The second-order expression `⟨y₀, V y₁⟩`. -/
def energy2 (V : F →ₗ[ℝ] F) (y₀ y₁ : F) : ℝ := inner ℝ y₀ (V y₁)

/-- The third-order expression `⟨y₁, (V - E₁) y₁⟩`. -/
def energy3 (V : F →ₗ[ℝ] F) (E₁ : ℝ) (y₁ : F) : ℝ := inner ℝ y₁ (V y₁ - E₁ • y₁)

/-- A unit vector `y₀` and a correction `y₁` orthogonal to it solve the zeroth- and
first-order perturbation equations with energies `E₀` and `E₁`. -/
structure FirstOrderSolution (H₀ V : F →ₗ[ℝ] F) (E₀ E₁ : ℝ) (y₀ y₁ : F) : Prop where
  unit : ‖y₀‖ = 1
  orth : inner ℝ y₀ y₁ = 0
  zeroth : H₀ y₀ = E₀ • y₀
  first : H₀ y₁ + V y₀ = E₀ • y₁ + E₁ • y₀

variable {H₀ V : F →ₗ[ℝ] F} {E₀ E₁ : ℝ} {y₀ y₁ : F}

/-- For a first-order solution, the trial vector `y₀ + t y₁` satisfies the eigenvalue equation
of `H₀ + tV` with energy `E₀ + tE₁` up to the residual `t² (V - E₁) y₁`. -/
theorem trial_residual (h : FirstOrderSolution H₀ V E₀ E₁ y₀ y₁) (t : ℝ) :
    (H₀ + t • V) (y₀ + t • y₁) =
      (E₀ + t * E₁) • (y₀ + t • y₁) + t ^ 2 • (V y₁ - E₁ • y₁) := by
  simp only [LinearMap.add_apply, LinearMap.smul_apply, map_add, map_smul, h.zeroth]
  linear_combination (norm := module) t • h.first

/-- For a first-order solution, the squared norm of `y₀ + t y₁` is `1 + t² ‖y₁‖²`. -/
theorem trial_norm_sq (h : FirstOrderSolution H₀ V E₀ E₁ y₀ y₁) (t : ℝ) :
    ‖y₀ + t • y₁‖ ^ 2 = 1 + t ^ 2 * ‖y₁‖ ^ 2 := by
  have h10 : inner ℝ y₁ y₀ = 0 := by rw [real_inner_comm]; exact h.orth
  rw [← real_inner_self_eq_norm_sq (y₀ + t • y₁)]
  simp only [inner_add_left, inner_add_right, real_inner_smul_left, real_inner_smul_right,
    h.orth, h10, real_inner_self_eq_norm_sq, h.unit, norm_smul, mul_pow,
    Real.norm_eq_abs, sq_abs]
  ring

/-- For a first-order solution, the Rayleigh quotient of `y₀ + t y₁` for `H₀ + tV` is
`E₀ + tE₁ + (t² E2 + t³ E3) / (1 + t² ‖y₁‖²)`, with `E2 = ⟨y₀, V y₁⟩` and
`E3 = ⟨y₁, (V - E₁) y₁⟩`. -/
theorem rayleigh_trial (h : FirstOrderSolution H₀ V E₀ E₁ y₀ y₁) (t : ℝ) :
    rayleigh (H₀ + t • V) (y₀ + t • y₁) =
      E₀ + t * E₁ +
        (t ^ 2 * energy2 V y₀ y₁ + t ^ 3 * energy3 V E₁ y₁) / (1 + t ^ 2 * ‖y₁‖ ^ 2) := by
  have hpos : 0 < 1 + t ^ 2 * ‖y₁‖ ^ 2 := by positivity
  -- orthogonality removes E₁ from the second-order term
  have hE2 : inner ℝ y₀ (V y₁ - E₁ • y₁) = inner ℝ y₀ (V y₁) := by
    rw [inner_sub_right, real_inner_smul_right, h.orth]
    ring
  -- project the residual on the trial vector
  have hn : inner ℝ (y₀ + t • y₁) ((H₀ + t • V) (y₀ + t • y₁)) =
      (E₀ + t * E₁) * (1 + t ^ 2 * ‖y₁‖ ^ 2) +
        (t ^ 2 * energy2 V y₀ y₁ + t ^ 3 * energy3 V E₁ y₁) := by
    rw [trial_residual h, inner_add_right, real_inner_smul_right, real_inner_smul_right,
      real_inner_self_eq_norm_sq, trial_norm_sq h, inner_add_left, real_inner_smul_left, hE2]
    unfold energy2 energy3
    ring
  have key : ∀ A N D : ℝ, D ≠ 0 → (A * D + N) / D = A + N / D := by
    intro A N D hD
    field_simp
  rw [rayleigh, hn, trial_norm_sq h]
  exact key _ _ _ hpos.ne'

/-- For a first-order solution, the Rayleigh quotient of `y₀ + t y₁` differs from the cubic
polynomial `E₀ + tE₁ + t² E2 + t³ E3` by an explicit term with a factor `t⁴`. -/
theorem rayleigh_sub_cubic (h : FirstOrderSolution H₀ V E₀ E₁ y₀ y₁) (t : ℝ) :
    rayleigh (H₀ + t • V) (y₀ + t • y₁) -
        (E₀ + t * E₁ + t ^ 2 * energy2 V y₀ y₁ + t ^ 3 * energy3 V E₁ y₁) =
      -(t ^ 4 * ‖y₁‖ ^ 2 * (energy2 V y₀ y₁ + t * energy3 V E₁ y₁)) /
        (1 + t ^ 2 * ‖y₁‖ ^ 2) := by
  have hD : 1 + t ^ 2 * ‖y₁‖ ^ 2 ≠ 0 := by positivity
  rw [rayleigh_trial h]
  field_simp
  ring

/-- For symmetric `H₀` and a first-order solution, the first-order energy is the expectation
value of the perturbation in `y₀`. -/
theorem first_order_energy (hH : H₀.IsSymmetric)
    (h : FirstOrderSolution H₀ V E₀ E₁ y₀ y₁) : E₁ = inner ℝ y₀ (V y₀) := by
  have e := congrArg (fun z => inner ℝ y₀ z) h.first
  simp only [inner_add_right, real_inner_smul_right, ← hH y₀ y₁, h.zeroth,
    real_inner_smul_left, h.orth, real_inner_self_eq_norm_sq, h.unit] at e
  linarith

/-- For symmetric `H₀` and a first-order solution, the second-order equation fixes its energy
coefficient to be `⟨y₀, V y₁⟩`. -/
theorem second_order_energy (hH : H₀.IsSymmetric)
    (h : FirstOrderSolution H₀ V E₀ E₁ y₀ y₁) {E₂ : ℝ} {y₂ : F}
    (h2 : H₀ y₂ + V y₁ = E₀ • y₂ + E₁ • y₁ + E₂ • y₀) : E₂ = energy2 V y₀ y₁ := by
  have e := congrArg (fun z => inner ℝ y₀ z) h2
  simp only [inner_add_right, real_inner_smul_right, ← hH y₀ y₂, h.zeroth,
    real_inner_smul_left, h.orth, real_inner_self_eq_norm_sq, h.unit] at e
  unfold energy2
  linarith

/-- For symmetric `H₀` and `V` and a first-order solution, the second- and third-order equations
fix the third-order energy to be `⟨y₁, (V - E₁) y₁⟩`. -/
theorem third_order_energy (hH : H₀.IsSymmetric) (hV : V.IsSymmetric)
    (h : FirstOrderSolution H₀ V E₀ E₁ y₀ y₁) {E₂ E₃ : ℝ} {y₂ y₃ : F}
    (h2 : H₀ y₂ + V y₁ = E₀ • y₂ + E₁ • y₁ + E₂ • y₀)
    (h3 : H₀ y₃ + V y₂ = E₀ • y₃ + E₁ • y₂ + E₂ • y₁ + E₃ • y₀) :
    E₃ = energy3 V E₁ y₁ := by
  have h10 : inner ℝ y₁ y₀ = 0 := by rw [real_inner_comm]; exact h.orth
  have h00 : inner ℝ y₀ y₀ = 1 := by rw [real_inner_self_eq_norm_sq, h.unit]; norm_num
  -- third order against y₀, second order against y₁, first order against y₂
  have a := congrArg (fun z => inner ℝ y₀ z) h3
  have b := congrArg (fun z => inner ℝ y₁ z) h2
  have c := congrArg (fun z => inner ℝ z y₂) h.first
  simp only [inner_add_right, real_inner_smul_right, ← hH y₀ y₃, h.zeroth,
    real_inner_smul_left, h.orth, h00] at a
  simp only [inner_add_right, real_inner_smul_right, h10] at b
  simp only [inner_add_left, real_inner_smul_left, hH y₁ y₂, hV y₀ y₂] at c
  rw [energy3, inner_sub_right, real_inner_smul_right]
  linarith

/-- For symmetric `V` and a first-order solution, `⟨y₀, V y₁⟩` is not positive if `E₀` is a
lower bound of the energy expectation values of `H₀`. -/
theorem energy2_nonpos (hV : V.IsSymmetric) (h : FirstOrderSolution H₀ V E₀ E₁ y₀ y₁)
    (hground : ∀ x, E₀ * ‖x‖ ^ 2 ≤ inner ℝ x (H₀ x)) : energy2 V y₀ y₁ ≤ 0 := by
  have h10 : inner ℝ y₁ y₀ = 0 := by rw [real_inner_comm]; exact h.orth
  have hs : inner ℝ y₁ (V y₀) = energy2 V y₀ y₁ := by
    rw [← hV y₁ y₀, real_inner_comm]
    rfl
  have e := congrArg (fun z => inner ℝ y₁ z) h.first
  simp only [inner_add_right, real_inner_smul_right, h10, hs, real_inner_self_eq_norm_sq] at e
  linarith [hground y₁]

/-- The two-level operator with diagonal entries `a`, `d` and coupling `b`. -/
def twoLevel (a b d : ℝ) : EuclideanSpace ℝ (Fin 2) →ₗ[ℝ] EuclideanSpace ℝ (Fin 2) where
  toFun x := !₂[a * x 0 + b * x 1, b * x 0 + d * x 1]
  map_add' x y := by
    ext i
    fin_cases i <;> simp <;> ring
  map_smul' c x := by
    ext i
    fin_cases i <;> simp <;> ring

/-- The two-level system with levels 0 and 1, perturbed by a coupling 1 and a shift 1 of the
upper level, has symmetric operators and a first-order solution with `E2 = -1` and `E3 = 1`. -/
theorem firstOrderSolution_witness :
    (twoLevel 0 0 1).IsSymmetric ∧ (twoLevel 0 1 1).IsSymmetric ∧
    FirstOrderSolution (twoLevel 0 0 1) (twoLevel 0 1 1) 0 0 !₂[(1 : ℝ), 0] !₂[(0 : ℝ), -1] ∧
    energy2 (twoLevel 0 1 1) !₂[(1 : ℝ), 0] !₂[(0 : ℝ), -1] = -1 ∧
    energy3 (twoLevel 0 1 1) 0 !₂[(0 : ℝ), -1] = 1 := by
  have hsym : ∀ a b d : ℝ, (twoLevel a b d).IsSymmetric := by
    intro a b d x y
    simp [twoLevel, PiLp.inner_apply, Fin.sum_univ_two]
    ring
  refine ⟨hsym _ _ _, hsym _ _ _, ⟨?_, ?_, ?_, ?_⟩, ?_, ?_⟩
  · simp [EuclideanSpace.norm_eq, Fin.sum_univ_two]
  · simp [PiLp.inner_apply, Fin.sum_univ_two]
  · ext i
    fin_cases i <;> simp [twoLevel]
  · ext i
    fin_cases i <;> simp [twoLevel]
  · simp [energy2, twoLevel, PiLp.inner_apply, Fin.sum_univ_two]
  · simp [energy3, twoLevel, PiLp.inner_apply, Fin.sum_univ_two]

end

end RayleighSchroedinger
```

```lean
#print axioms RayleighSchroedinger.rayleigh_sub_cubic
#print axioms RayleighSchroedinger.first_order_energy
#print axioms RayleighSchroedinger.third_order_energy
#print axioms RayleighSchroedinger.energy2_nonpos
```

```
'RayleighSchroedinger.rayleigh_sub_cubic' depends on axioms: [propext, Classical.choice, Quot.sound]
'RayleighSchroedinger.first_order_energy' depends on axioms: [propext, Classical.choice, Quot.sound]
'RayleighSchroedinger.third_order_energy' depends on axioms: [propext, Classical.choice, Quot.sound]
'RayleighSchroedinger.energy2_nonpos' depends on axioms: [propext, Classical.choice, Quot.sound]
```

## Perturbation data and energy expressions

The space `F` is any real inner product space, of finite or infinite dimension. The operators `H₀` and `V` have type `F →ₗ[ℝ] F`: they are linear, defined on every vector, and map the space into itself. A real Hamiltonian matrix in a finite orthonormal basis fits this description. An unbounded Hamiltonian whose domain is not mapped into itself does not. Complex wavefunctions with their complex inner product are not treated here.

The structure `FirstOrderSolution` collects what is known about the two vectors:

- `unit` says that $\|y_0\|=1$.
- `orth` says that $\langle y_0,y_1\rangle=0$. This is intermediate normalisation: the correction has no component along the reference state, so the trial vector $y_0+ty_1$ is in general not normalised.
- `zeroth` is the unperturbed eigenvalue equation $H_0y_0=E_0y_0$.
- `first` is the first-order equation $H_0y_1+Vy_0=E_0y_1+E_1y_0$.

That $y_1$ exists is assumed. If $E_0$ is degenerate, the first-order equation may have no solution for a badly chosen $y_0$, and the theorems then say nothing about that $y_0$.

The definition `rayleigh` is $\langle x,Ax\rangle/\|x\|^2$, the energy expectation value of the normalised state $x/\|x\|$. The definitions `energy2` and `energy3` are the expressions $E_2$ and $E_3$ above. They are formulas in $V$, $E_1$ and the two vectors; that they agree with the energy coefficients of the perturbation series is a separate matter, settled by `second_order_energy` and `third_order_energy`.

The main theorem, `rayleigh_trial`, assumes a `FirstOrderSolution` and nothing else. Neither operator has to be symmetric, and $t$ does not have to be small.

In Møller-Plesset theory with a finite real basis, $t=1$ and $E_0+E_1$ is the Hartree-Fock energy. The formula then gives the energy expectation value of the first-order wavefunction as the Hartree-Fock energy plus $(E_2+E_3)/(1+\|y_1\|^2)$.

## From the residual to the quotient

Apply the perturbed operator to the trial vector and sort by powers of $t$:

$$(H_0+tV)(y_0+ty_1)=H_0y_0+t(H_0y_1+Vy_0)+t^2Vy_1.$$

The two perturbation equations turn the right-hand side into $E_0y_0+t(E_0y_1+E_1y_0)+t^2Vy_1$. On the other hand,

$$(E_0+tE_1)(y_0+ty_1)=E_0y_0+t(E_0y_1+E_1y_0)+t^2E_1y_1.$$

Subtracting leaves the residual $t^2(V-E_1)y_1$. This is `trial_residual`. Its proof expands by linearity, inserts the zeroth-order equation, and then adds $t$ times the first-order equation with `linear_combination`.

The squared norm is

$$\|y_0+ty_1\|^2=\|y_0\|^2+2t\langle y_0,y_1\rangle+t^2\|y_1\|^2=1+t^2\|y_1\|^2,$$

which is `trial_norm_sq`. It is at least 1, so the quotient never divides by zero.

Now take the inner product of the residual with the trial vector:

$$\langle y_0+ty_1,\;t^2(V-E_1)y_1\rangle=t^2\langle y_0,Vy_1\rangle-t^2E_1\langle y_0,y_1\rangle+t^3\langle y_1,(V-E_1)y_1\rangle.$$

The middle term vanishes by orthogonality, which is the step `hE2` in the proof of `rayleigh_trial`. What remains is $t^2E_2+t^3E_3$. The numerator of the Rayleigh quotient is therefore

$$(E_0+tE_1)(1+t^2\|y_1\|^2)+t^2E_2+t^3E_3,$$

which is the step `hn`. Division by the squared norm, done by the auxiliary identity `key`, gives the formula.

## The distance from the cubic energy polynomial

Write $N=t^2E_2+t^3E_3$ and $D=1+t^2\|y_1\|^2$. The quotient contains $N/D$, while the third-order energy polynomial $E_0+tE_1+t^2E_2+t^3E_3$ contains $N$. Their difference is

$$\frac ND-N=\frac{N(1-D)}{D}=-\frac{t^4\|y_1\|^2(E_2+tE_3)}{1+t^2\|y_1\|^2}.$$

This is `rayleigh_sub_cubic`, proved by inserting the main formula and clearing the denominator. The expectation value of the first-order state thus agrees with the polynomial through third order in $t$, and the discrepancy is known in closed form.

## Why the third-order energy needs only $y_1$

Here symmetry enters. In the file, `H₀.IsSymmetric` means $\langle H_0x,y\rangle=\langle x,H_0y\rangle$ for all $x$ and $y$, and similarly for $V$. Let $\varepsilon_2$ and $\varepsilon_3$ be the coefficients called `E₂` and `E₃` in the higher-order equations

$$H_0y_2+Vy_1=E_0y_2+E_1y_1+\varepsilon_2y_0,$$

$$H_0y_3+Vy_2=E_0y_3+E_1y_2+\varepsilon_2y_1+\varepsilon_3y_0.$$

The vectors $y_2$ and $y_3$ are assumed to solve these equations, but they need not be orthogonal to $y_0$.

For symmetric $H_0$, every $y$ satisfies $\langle y_0,H_0y\rangle=\langle H_0y_0,y\rangle=E_0\langle y_0,y\rangle$. Taking the inner product of the first-order equation with $y_0$ therefore cancels the $H_0$ term and leaves $E_1=\langle y_0,Vy_0\rangle$, which is `first_order_energy`. The second-order equation treated in the same way gives $\varepsilon_2=\langle y_0,Vy_1\rangle=E_2$, which is `second_order_energy`.

The third-order equation against $y_0$ gives

$$\varepsilon_3=\langle y_0,Vy_2\rangle-E_1\langle y_0,y_2\rangle,$$

which still contains $y_2$. The first-order equation against $y_2$, with both operators symmetric, rewrites this as

$$\langle y_0,Vy_2\rangle-E_1\langle y_0,y_2\rangle=E_0\langle y_1,y_2\rangle-\langle y_1,H_0y_2\rangle.$$

The second-order equation against $y_1$ removes $y_2$ altogether:

$$E_0\langle y_1,y_2\rangle-\langle y_1,H_0y_2\rangle=\langle y_1,Vy_1\rangle-E_1\|y_1\|^2=E_3.$$

Hence $\varepsilon_3=E_3$. The proof of `third_order_energy` forms these three inner products as `a`, `c` and `b`, in the order used here, simplifies them, and lets `linarith` combine them.

## The sign of the second-order energy

Suppose that $V$ is symmetric and that $E_0\|x\|^2\le\langle x,H_0x\rangle$ for every $x$. The second condition, `hground`, says that no state has an unperturbed energy expectation value below $E_0$, so $y_0$ is a ground state of $H_0$ in this sense. The first-order equation against $y_1$ gives

$$\langle y_1,Vy_0\rangle=E_0\|y_1\|^2-\langle y_1,H_0y_1\rangle\le0.$$

By the symmetry of $V$ the left-hand side is $E_2$, which proves `energy2_nonpos`. If $H_0$ is symmetric as well, `second_order_energy` identifies $E_2$ with the second-order energy coefficient, and this is the familiar statement that the second-order correction to a ground-state energy is never positive.

## A two-level system with numbers

The theorem `firstOrderSolution_witness` exhibits a case in which both operators are symmetric and all four conditions of the structure hold. In matrix form,

$$H_0=\begin{pmatrix}0&0\\0&1\end{pmatrix},\qquad V=\begin{pmatrix}0&1\\1&1\end{pmatrix},\qquad y_0=\begin{pmatrix}1\\0\end{pmatrix},\qquad y_1=\begin{pmatrix}0\\-1\end{pmatrix},$$

with $E_0=E_1=0$. The definition `twoLevel a b d` builds such a matrix from its diagonal entries `a`, `d` and its coupling `b`. The first-order equation holds because $H_0y_1=(0,-1)$ and $Vy_0=(0,1)$ add up to zero. Since $Vy_1=(-1,-1)$, one finds $E_2=-1$ and $E_3=1$. The proof checks each entry by simplification.

The main formula now gives the quotient $(-t^2+t^3)/(1+t^2)$. A short calculation outside the file shows how far this can be from the cubic polynomial at strong coupling. At $t=-2$ the polynomial is $-12$, the quotient is $-2.4$, and the lower eigenvalue of $H_0+tV$ is $(-1-\sqrt{17})/2\approx-2.56$. Like every expectation value of this symmetric matrix, the quotient is not below the lowest eigenvalue, while the truncated series falls far below it.

## The missing $E_1$ in the third-order term

It is easy to write $\langle y_1,Vy_1\rangle$ for the third-order energy and forget the term $-E_1\|y_1\|^2$. The two-level example would not reveal the error, because there $E_1=0$.

A constant shift of the perturbation does reveal it. Replace $V$ by $V+c$ with a real number $c$. The same $y_0$ and $y_1$ still solve the equations, with $E_1$ replaced by $E_1+c$. A shift of $tc$ in the Hamiltonian should change only the first-order energy. Indeed $E_3$ is unchanged, because $V-E_1$ is unchanged, whereas $\langle y_1,Vy_1\rangle$ grows by $c\|y_1\|^2$. In $E_2$ no such correction appears, because $E_1\langle y_0,y_1\rangle=0$.
